# A bordered matrix for every strictly interlacing pair of finite spectra

Let a level of energy e be coupled, with real strengths b_i, to n levels of energies d_i that are not coupled to one another. The indices run over i = 0, …, n−1. The Hamiltonian is the bordered matrix

H = [[e, bᵀ], [b, diag(d)]],

and p(x) = det(x − H) is its characteristic polynomial. A list of n+1 energies a_0, …, a_n strictly interlaces d when

a_i < d_i < a_{i+1} for every i.

The problem is inverse: given such a and d, find e and b for which H has the eigenvalues a_j. A solution with all b_i > 0 always exists, and it is the only one with non-negative couplings. In a non-interacting model of one impurity orbital and a finite, discretised bath, taken for one spin species, this means that every one-particle spectrum strictly interlacing the bath energies can be obtained by choosing the impurity energy and the hybridisations.

## Finding the couplings and the level energy

For x different from all d_i, the Schur complement of the diagonal block gives

p(x) = ∏_i (x − d_i) · [x − e − Σ_i b_i²/(x − d_i)].

Multiplying out,

p(x) = (x − e) ∏_i (x − d_i) − Σ_i b_i² ∏_{j≠i} (x − d_j).

Both sides are polynomials that agree at infinitely many points, so the identity holds for all x. At x = d_i only one term survives:

p(d_i) = −b_i² Q_i, with Q_i = ∏_{j≠i} (d_i − d_j).

The target is q(x) = ∏_j (x − a_j), so we need b_i² = −q(d_i)/Q_i. This is positive if q(d_i) and Q_i have opposite signs. To see that they do, write

q(d_i) = (d_i − a_i)(d_i − a_{i+1}) ∏_{k<i} (d_i − a_k) ∏_{k>i} (d_i − a_{k+1}).

For k < i, both d_i − a_k and d_i − d_k are positive. For k > i, both d_i − a_{k+1} and d_i − d_k are negative. Each pair has a positive product, while (d_i − a_i)(d_i − a_{i+1}) < 0. Hence q(d_i) Q_i < 0.

With b_i the positive root, choose e so that p(a_0) = 0:

e = a_0 − Σ_i b_i²/(a_0 − d_i).

Now p and q are monic of degree n+1, so p − q has degree at most n. It vanishes at the n+1 distinct points a_0, d_0, …, d_{n−1}, and therefore p = q. For n = 0 this reduces to e = a_0.

For uniqueness, let the d_i be distinct. Then Q_i ≠ 0, and p(d_i) fixes b_i². If b_i is required to be non-negative, this fixes b_i itself. If e and e′ give the same p with the same b, the sums cancel, leaving (x − e) ∏_i (x − d_i) = (x − e′) ∏_i (x − d_i), so e = e′.

For n = 1, writing d for d_0, the solution is e = a_0 + a_1 − d and b_0² = (d − a_0)(a_1 − d). Indeed,

(x − e)(x − d) − b_0² = x² − (a_0 + a_1)x + a_0 a_1.

## The Hamiltonian and the interlacing condition in Lean

```lean
import Mathlib

open Polynomial

namespace ConverseInterlacing

noncomputable section

variable {n : ℕ}
```

The index type `Unit ⊕ Fin n` labels the single level and then the n others. All energies and couplings are real numbers in one common unit.

```lean
/-- The Hamiltonian of one level of energy `e` coupled with real strengths `b i` to `n` mutually
uncoupled levels of energies `d i`. -/
def bordered (e : ℝ) (b d : Fin n → ℝ) : Matrix (Unit ⊕ Fin n) (Unit ⊕ Fin n) ℝ :=
  Matrix.fromBlocks (Matrix.of fun _ _ => e) (Matrix.of fun _ i => b i)
    (Matrix.of fun i _ => b i) (Matrix.diagonal d)
```

In the next definition, `i.castSucc` and `i.succ` are the positions i and i+1 in the longer list.

```lean
/-- Strict interlacing of `n + 1` levels `a` with `n` levels `d`: each `d i` lies strictly between
the consecutive levels `a i` and `a (i + 1)`. -/
def Interlaces (a : Fin (n + 1) → ℝ) (d : Fin n → ℝ) : Prop :=
  ∀ i, a i.castSucc < d i ∧ d i < a i.succ
```

With d and the eigenvalues a of H both in increasing order, Cauchy's inequalities a_i ≤ d_i ≤ a_{i+1} hold for every such H; `Interlaces` excludes the equalities. The block of n levels is taken as already diagonalised. Whether a given physical system can be tuned to the required e and b is a separate question.

## The characteristic polynomial and its values at the d_i

`X` is the polynomial variable and `C` turns a real number into a constant polynomial. The proof compares values outside the finite set of d_i, where `Matrix.det_fromBlocks₂₂` supplies the Schur complement.

```lean
/-- The characteristic polynomial of the bordered Hamiltonian, written without denominators. -/
theorem charpoly_bordered (e : ℝ) (b d : Fin n → ℝ) :
    (bordered e b d).charpoly = (X - C e) * ∏ i, (X - C (d i))
      - ∑ i, C (b i ^ 2) * ∏ j ∈ Finset.univ.erase i, (X - C (d j)) := by
  -- it suffices to compare values away from the finitely many `d i`
  apply Polynomial.eq_of_infinite_eval_eq
  refine (Set.finite_range d).infinite_compl.mono ?_
  intro x hx
  have hne : ∀ i, x - d i ≠ 0 := fun i h0 => hx ⟨i, (sub_eq_zero.1 h0).symm⟩
  have hblock : Matrix.scalar (Unit ⊕ Fin n) x - bordered e b d =
      Matrix.fromBlocks (Matrix.of fun _ _ => x - e) (Matrix.of fun _ i => -b i)
        (Matrix.of fun i _ => -b i) (Matrix.diagonal fun i => x - d i) := by
    ext i j
    rcases i with i | i <;> rcases j with j | j
    · simp [bordered]
    · simp [bordered]
    · simp [bordered]
    · by_cases hij : i = j <;> simp [bordered, hij]
  have hmul : (Matrix.diagonal fun i => x - d i) * (Matrix.diagonal fun i => (x - d i)⁻¹)
      = (1 : Matrix (Fin n) (Fin n) ℝ) := by
    rw [Matrix.diagonal_mul_diagonal, ← Matrix.diagonal_one]
    congr 1
    funext i
    exact mul_inv_cancel₀ (hne i)
  let _ : Invertible (Matrix.diagonal fun i => x - d i) :=
    ⟨Matrix.diagonal fun i => (x - d i)⁻¹, mul_eq_one_comm.1 hmul, hmul⟩
  have hinv := invOf_eq_right_inv hmul
  simp only [Set.mem_ofPred_eq, eval_sub, eval_mul, eval_X, eval_C, eval_prod, eval_finsetSum]
  -- Schur complement with respect to the diagonal block
  rw [Matrix.eval_charpoly, hblock, Matrix.det_fromBlocks₂₂, hinv, Matrix.det_diagonal,
    Matrix.det_unique, Matrix.sub_apply, Matrix.mul_apply, mul_sub, Finset.mul_sum]
  congr 1
  · rw [Matrix.of_apply, mul_comm]
  · refine Finset.sum_congr rfl fun i _ => ?_
    have h : (x - d i) * ∏ j ∈ Finset.univ.erase i, (x - d j) = ∏ j, (x - d j) :=
      Finset.mul_prod_erase Finset.univ (fun j => x - d j) (Finset.mem_univ i)
    rw [Matrix.mul_diagonal, Matrix.of_apply, Matrix.of_apply, ← h]
    linear_combination (b i ^ 2 * ∏ j ∈ Finset.univ.erase i, (x - d j)) *
      mul_inv_cancel₀ (hne i)
```

Evaluation at `d i` kills the first product and every summand except the i-th.

```lean
/-- At `d i` the characteristic polynomial equals minus `b i ^ 2` times the product of `d i - d j`
over `j ≠ i`. -/
theorem eval_charpoly_at_level (e : ℝ) (b d : Fin n → ℝ) (i : Fin n) :
    (bordered e b d).charpoly.eval (d i)
      = -(b i ^ 2 * ∏ j ∈ Finset.univ.erase i, (d i - d j)) := by
  rw [charpoly_bordered]
  simp only [eval_sub, eval_mul, eval_X, eval_C, eval_prod, eval_finsetSum]
  rw [Finset.prod_eq_zero (Finset.mem_univ i) (sub_self (d i)), Finset.sum_eq_single i]
  · ring
  · intro k _ hk
    rw [Finset.prod_eq_zero (Finset.mem_erase.2 ⟨hk.symm, Finset.mem_univ i⟩) (sub_self (d i)),
      mul_zero]
  · intro h
    exact absurd (Finset.mem_univ i) h
```

## Signs from interlacing

Interlacing first gives the ordering of the d_i.

```lean
/-- If `a` and `d` strictly interlace, the levels `d` are strictly increasing. -/
theorem Interlaces.strictMono {a : Fin (n + 1) → ℝ} {d : Fin n → ℝ} (h : Interlaces a d) :
    StrictMono d := by
  have ha : StrictMono a := Fin.strictMono_iff_lt_succ.2 fun i => (h i).1.trans (h i).2
  intro i k hik
  have hle : i.succ ≤ k.castSucc := by
    rw [Fin.le_def, Fin.val_succ, Fin.val_castSucc]
    exact hik
  exact ((h i).2.trans_le (ha.monotone hle)).trans (h k).1
```

The map `i.castSucc.succAbove` lists the positions in `a` other than i: it sends k to k for k < i and to k+1 otherwise. Thus `key` is the pairing above, and `hsplit` separates the factor with a_{i+1}.

```lean
/-- For strictly interlacing levels the products of `d i - a j` over all `j` and of `d i - d j`
over `j ≠ i` have opposite signs. -/
theorem Interlaces.sign {a : Fin (n + 1) → ℝ} {d : Fin n → ℝ} (h : Interlaces a d) (i : Fin n) :
    (∏ j, (d i - a j)) * ∏ j ∈ Finset.univ.erase i, (d i - d j) < 0 := by
  -- pair each `d k`, `k ≠ i`, with the neighbouring `a` on the side away from `d i`
  have key : 0 < ∏ k ∈ Finset.univ.erase i,
      ((d i - a (i.castSucc.succAbove k)) * (d i - d k)) := by
    refine Finset.prod_pos fun k hk => ?_
    rcases lt_or_gt_of_ne (Finset.ne_of_mem_erase hk) with hlt | hgt
    · rw [Fin.succAbove_of_castSucc_lt _ _ (by simpa using hlt)]
      have h1 := h.strictMono hlt
      exact mul_pos (by linarith [(h k).1]) (by linarith)
    · rw [Fin.succAbove_of_le_castSucc _ _ (by simpa using hgt.le)]
      have h1 := h.strictMono hgt
      exact mul_pos_of_neg_of_neg (by linarith [(h k).2]) (by linarith)
  rw [Finset.prod_mul_distrib] at key
  have hsplit : (d i - a i.succ) *
      ∏ k ∈ Finset.univ.erase i, (d i - a (i.castSucc.succAbove k))
      = ∏ k, (d i - a (i.castSucc.succAbove k)) := by
    have h0 := Finset.mul_prod_erase Finset.univ
      (fun k => d i - a (i.castSucc.succAbove k)) (Finset.mem_univ i)
    simpa only [Fin.succAbove_castSucc_self] using h0
  rw [Fin.prod_univ_succAbove _ i.castSucc, ← hsplit]
  have hAB : (d i - a i.castSucc) * (d i - a i.succ) < 0 :=
    mul_neg_of_pos_of_neg (sub_pos.2 (h i).1) (sub_neg.2 (h i).2)
  have hfin := mul_neg_of_neg_of_pos hAB key
  linarith
```

## Existence

The auxiliary statement `aux` turns opposite signs of P and Q into a positive β with β²Q = −P, and `choose` collects these roots into `b`. The rest checks the degree of the difference and the agreement at the n+1 points.

```lean
/-- Converse of Cauchy interlacing: for strictly interlacing `a` and `d`, some level `e` coupled
with positive strengths `b` to the levels `d` gives a Hamiltonian with characteristic polynomial
`∏ (X - a j)`. -/
theorem exists_bordered_of_interlaces {a : Fin (n + 1) → ℝ} {d : Fin n → ℝ}
    (h : Interlaces a d) :
    ∃ (e : ℝ) (b : Fin n → ℝ), (∀ i, 0 < b i) ∧
      (bordered e b d).charpoly = ∏ j, (X - C (a j)) := by
  have aux : ∀ P Q : ℝ, P * Q < 0 → ∃ β : ℝ, 0 < β ∧ β ^ 2 * Q = -P := by
    intro P Q hPQ
    have hQ : Q ≠ 0 := by
      rintro rfl
      simp at hPQ
    have hr : 0 < -(P * Q) / Q ^ 2 := div_pos (neg_pos.2 hPQ) (by positivity)
    refine ⟨√(-(P * Q) / Q ^ 2), Real.sqrt_pos.2 hr, ?_⟩
    rw [Real.sq_sqrt hr.le]
    field_simp
  -- the couplings are fixed by the values at the `d i`
  choose b hb0 hb using fun i => aux _ _ (h.sign i)
  have ha : StrictMono a := Fin.strictMono_iff_lt_succ.2 fun i => (h i).1.trans (h i).2
  have h0 : ∀ i, a 0 < d i := fun i => (ha.monotone (Fin.zero_le _)).trans_lt (h i).1
  have hD : ∏ i, (a 0 - d i) ≠ 0 :=
    Finset.prod_ne_zero_iff.2 fun i _ => (sub_neg.2 (h0 i)).ne
  -- the level `e` is chosen so that `a 0` is a root
  refine ⟨a 0 - (∑ i, b i ^ 2 * ∏ j ∈ Finset.univ.erase i, (a 0 - d j)) / ∏ i, (a 0 - d i),
    b, hb0, ?_⟩
  apply Polynomial.eq_of_degree_sub_lt_of_eval_finset_eq (insert (a 0) (Finset.univ.image d))
  · have hcard : (insert (a 0) (Finset.univ.image d)).card = n + 1 := by
      rw [Finset.card_insert_of_notMem, Finset.card_image_of_injective _ h.strictMono.injective,
        Finset.card_univ, Fintype.card_fin]
      intro hmem
      obtain ⟨i, _, hi⟩ := Finset.mem_image.1 hmem
      exact (h0 i).ne hi.symm
    have hdim : Fintype.card (Unit ⊕ Fin n) = n + 1 := by simp [add_comm]
    have hq : (∏ j, (X - C (a j))).degree = ((n + 1 : ℕ) : WithBot ℕ) := by
      rw [Polynomial.degree_prod]
      simp
    have hmon : (∏ j, (X - C (a j))).Monic :=
      Polynomial.monic_prod_of_monic _ _ fun j _ => Polynomial.monic_X_sub_C (a j)
    have hp : ∀ e : ℝ, (bordered e b d).charpoly.degree = ((n + 1 : ℕ) : WithBot ℕ) := by
      intro e
      rw [Matrix.charpoly_degree_eq_dim, hdim]
    rw [hcard]
    refine (Polynomial.degree_sub_lt_left ?_ (Matrix.charpoly_monic _).ne_zero ?_).trans_eq (hp _)
    · rw [hp, hq]
    · rw [(Matrix.charpoly_monic _).leadingCoeff, hmon.leadingCoeff]
  · intro x hx
    rcases Finset.mem_insert.1 hx with rfl | hx
    · rw [charpoly_bordered]
      simp only [eval_sub, eval_mul, eval_X, eval_C, eval_prod, eval_finsetSum]
      rw [Finset.prod_eq_zero (Finset.mem_univ (0 : Fin (n + 1))) (sub_self (a 0)),
        sub_sub_cancel, div_mul_cancel₀ _ hD, sub_self]
    · obtain ⟨i, _, rfl⟩ := Finset.mem_image.1 hx
      rw [eval_charpoly_at_level, hb i, neg_neg]
      simp only [eval_prod, eval_sub, eval_X, eval_C]
```

The conclusion is an equality of polynomials, so it fixes the eigenvalues with their multiplicities.

## Uniqueness and the two-level formula

The theorem on uniqueness needs only distinct `d` and non-negative couplings. Without the sign condition, any b_i could be replaced by −b_i.

```lean
/-- For distinct levels `d`, the characteristic polynomial determines the level `e` and the
couplings `b`, provided the couplings are non-negative. -/
theorem bordered_unique {d : Fin n → ℝ} (hd : Function.Injective d) {e e' : ℝ}
    {b b' : Fin n → ℝ} (hb : ∀ i, 0 ≤ b i) (hb' : ∀ i, 0 ≤ b' i)
    (h : (bordered e b d).charpoly = (bordered e' b' d).charpoly) : e = e' ∧ b = b' := by
  have hbb : b = b' := by
    funext i
    have hi := congrArg (Polynomial.eval (d i)) h
    rw [eval_charpoly_at_level, eval_charpoly_at_level, neg_inj] at hi
    have hQ : ∏ j ∈ Finset.univ.erase i, (d i - d j) ≠ 0 :=
      Finset.prod_ne_zero_iff.2 fun j hj =>
        sub_ne_zero.2 fun hij => Finset.ne_of_mem_erase hj (hd hij).symm
    exact (sq_eq_sq₀ (hb i) (hb' i)).1 (mul_right_cancel₀ hQ hi)
  subst hbb
  refine ⟨?_, rfl⟩
  rw [charpoly_bordered, charpoly_bordered, sub_left_inj] at h
  have hP : ∏ i, (X - C (d i)) ≠ 0 :=
    Finset.prod_ne_zero_iff.2 fun i _ => Polynomial.X_sub_C_ne_zero (d i)
  exact Polynomial.C_injective (sub_right_inj.1 (mul_right_cancel₀ hP h))
```

The explicit formula also admits d = a₀ or d = a₁, where the coupling vanishes. Its proof inserts the square of the root into the general polynomial and expands.

```lean
/-- Two-level case: for `a₀ ≤ d ≤ a₁`, the level `a₀ + a₁ - d` coupled to `d` with strength
`√((d - a₀) (a₁ - d))` gives the characteristic polynomial `(X - a₀) (X - a₁)`. -/
theorem two_level {a₀ a₁ d : ℝ} (h₀ : a₀ ≤ d) (h₁ : d ≤ a₁) :
    (bordered (a₀ + a₁ - d) (fun _ : Fin 1 => √((d - a₀) * (a₁ - d))) (fun _ => d)).charpoly
      = (X - C a₀) * (X - C a₁) := by
  have hE : (Finset.univ : Finset (Fin 1)).erase 0 = ∅ := by decide
  have hs : 0 ≤ (d - a₀) * (a₁ - d) := mul_nonneg (sub_nonneg.2 h₀) (sub_nonneg.2 h₁)
  rw [charpoly_bordered]
  simp only [Fin.prod_univ_one, Fin.sum_univ_one, hE, Finset.prod_empty, Real.sq_sqrt hs,
    C_add, C_sub, C_mul]
  ring

end

end ConverseInterlacing
```

```lean
#print axioms ConverseInterlacing.exists_bordered_of_interlaces
#print axioms ConverseInterlacing.bordered_unique
#print axioms ConverseInterlacing.two_level
```

```
'ConverseInterlacing.exists_bordered_of_interlaces' depends on axioms: [propext, Classical.choice, Quot.sound]
'ConverseInterlacing.bordered_unique' depends on axioms: [propext, Classical.choice, Quot.sound]
'ConverseInterlacing.two_level' depends on axioms: [propext, Classical.choice, Quot.sound]
```
